# The voltage derivative of a g-matrix acts at right angles to gB for every magnetic field B exactly when the Zeeman tensor gᵀg has zero derivative

A real 3×3 g-matrix depends on a voltage, and at one voltage V₀ its entries have the derivative g′, while the Zeeman tensor G = gᵀg has the derivative G′. The declaration `cross_len_iff` states that |gB × g′B| = |gB| |g′B| holds for every magnetic field B, of any length, if and only if G′ = 0. The equality of lengths says that gB and g′B are orthogonal, which includes the case where one of them is zero; g need be neither symmetric nor invertible. The proof rests on the identity |gB × g′B|² + (⟨B, G′B⟩/2)² = |gB|² |g′B|². In one direction the quadratic form of G′ vanishes, and so does G′ since it is symmetric; in the other the squares of the two sides agree, and the sides themselves agree because neither is negative.

Lean 4 with Mathlib refuses this proof:

```lean
import Mathlib

open Matrix

namespace CrossLenIff

noncomputable section

/-- Euclidean length of a vector in three-dimensional space. -/
def len (v : Fin 3 → ℝ) : ℝ := √(v ⬝ᵥ v)

/-- The Zeeman tensor `G = gᵀ g` of a g-matrix. -/
def zeemanTensor (g : Matrix (Fin 3) (Fin 3) ℝ) : Matrix (Fin 3) (Fin 3) ℝ := gᵀ * g

/-- The voltage-dependent matrix `A` has the derivative `A'` at the voltage `V₀`,
entry by entry. -/
def MatrixDeriv (A : ℝ → Matrix (Fin 3) (Fin 3) ℝ) (A' : Matrix (Fin 3) (Fin 3) ℝ)
    (V₀ : ℝ) : Prop :=
  ∀ i j, HasDerivAt (fun V => A V i j) (A' i j) V₀

variable {g : ℝ → Matrix (Fin 3) (Fin 3) ℝ} {g' G' : Matrix (Fin 3) (Fin 3) ℝ} {V₀ : ℝ}

/-- The squared length of a vector is its scalar product with itself. -/
theorem len_sq (v : Fin 3 → ℝ) : len v ^ 2 = v ⬝ᵥ v :=
  Real.sq_sqrt (Finset.sum_nonneg fun i _ => mul_self_nonneg (v i))

/-- Product rule for the Zeeman tensor: `G' = g'ᵀ g + gᵀ g'`. -/
theorem zeemanTensor_deriv_eq (hg : MatrixDeriv g g' V₀)
    (hG : MatrixDeriv (fun V => zeemanTensor (g V)) G' V₀) :
    G' = g'ᵀ * g V₀ + (g V₀)ᵀ * g' := by
  ext i j
  have h : HasDerivAt (fun V => ∑ k, g V k i * g V k j)
      (∑ k, (g' k i * g V₀ k j + g V₀ k i * g' k j)) V₀ :=
    HasDerivAt.fun_sum fun k _ => (hg k i).fun_mul (hg k j)
  -- a function has only one derivative
  have hu := (hG i j).unique h
  rw [hu, Finset.sum_add_distrib]
  simp only [Matrix.add_apply, Matrix.mul_apply, Matrix.transpose_apply]

/-- The quadratic form of the derivative `G'` of the Zeeman tensor, taken at the magnetic field `B`,
is twice the scalar product of `gB` and `g'B`. -/
theorem quadratic_form_eq (hg : MatrixDeriv g g' V₀)
    (hG : MatrixDeriv (fun V => zeemanTensor (g V)) G' V₀) (B : Fin 3 → ℝ) :
    B ⬝ᵥ (G' *ᵥ B) = 2 * ((g V₀ *ᵥ B) ⬝ᵥ (g' *ᵥ B)) := by
  rw [zeemanTensor_deriv_eq hg hG]
  simp only [Matrix.mulVec, dotProduct, Matrix.add_apply, Matrix.mul_apply,
    Matrix.transpose_apply, Fin.sum_univ_three]
  ring

/-- If the quadratic form of the derivative `G'` of the Zeeman tensor vanishes for every magnetic
field, then `G' = 0`. -/
theorem deriv_eq_zero_of_form (hg : MatrixDeriv g g' V₀)
    (hG : MatrixDeriv (fun V => zeemanTensor (g V)) G' V₀)
    (h : ∀ B : Fin 3 → ℝ, B ⬝ᵥ (G' *ᵥ B) = 0) : G' = 0 := by
  have hS : G'ᵀ = G' := by
    rw [zeemanTensor_deriv_eq hg hG]
    simp [Matrix.transpose_add, Matrix.transpose_mul, add_comm]
  have s1 : G' 1 0 = G' 0 1 := congrFun (congrFun hS 0) 1
  have s2 : G' 2 0 = G' 0 2 := congrFun (congrFun hS 0) 2
  have s3 : G' 2 1 = G' 1 2 := congrFun (congrFun hS 1) 2
  -- six test fields determine a symmetric matrix
  have h1 := h ![1, 0, 0]
  have h2 := h ![0, 1, 0]
  have h3 := h ![0, 0, 1]
  have h4 := h ![1, 1, 0]
  have h5 := h ![1, 0, 1]
  have h6 := h ![0, 1, 1]
  simp [Matrix.mulVec, dotProduct, Fin.sum_univ_three] at h1 h2 h3 h4 h5 h6
  ext i j
  fin_cases i <;> fin_cases j <;> simp <;> linarith

/-- The squares of `|gB × g'B|` and of `⟨B, G'B⟩ / 2` add up to `|gB|² |g'B|²`, where `G'` is the
derivative of the Zeeman tensor. -/
theorem transverse_longitudinal (hg : MatrixDeriv g g' V₀)
    (hG : MatrixDeriv (fun V => zeemanTensor (g V)) G' V₀) (B : Fin 3 → ℝ) :
    len ((g V₀ *ᵥ B) ⨯₃ (g' *ᵥ B)) ^ 2 + (B ⬝ᵥ (G' *ᵥ B) / 2) ^ 2
      = len (g V₀ *ᵥ B) ^ 2 * len (g' *ᵥ B) ^ 2 := by
  rw [len_sq, len_sq, len_sq, quadratic_form_eq hg hG B, cross_dot_cross,
    dotProduct_comm (g' *ᵥ B) (g V₀ *ᵥ B)]
  ring

/-- The equality `|gB × g'B| = |gB| |g'B|` holds for every magnetic field if and only if the
derivative of the Zeeman tensor is zero, `G' = 0`. -/
theorem cross_len_iff (hg : MatrixDeriv g g' V₀)
    (hG : MatrixDeriv (fun V => zeemanTensor (g V)) G' V₀) :
    (∀ B : Fin 3 → ℝ, len ((g V₀ *ᵥ B) ⨯₃ (g' *ᵥ B))
      = len (g V₀ *ᵥ B) * len (g' *ᵥ B)) ↔ G' = 0 := by
  constructor
  · intro h
    refine deriv_eq_zero_of_form hg hG fun B => ?_
    have hL := transverse_longitudinal hg hG B
    rw [h B] at hL
    have hq : (B ⬝ᵥ (G' *ᵥ B) / 2) ^ 2 = 0 := by linear_combination hL
    have hz := (pow_eq_zero_iff two_ne_zero).mp hq
    linarith
  · intro h0 B
    have hL := transverse_longitudinal hg hG B
    rw [h0, Matrix.zero_mulVec, dotProduct_zero] at hL
    refine (sq_eq_sq₀ (Real.sqrt_nonneg _)
      (mul_nonneg (Real.sqrt_nonneg _) (Real.sqrt_nonneg _))).mp ?_
    linear_combination hL

end

end CrossLenIff
```

The compiler's answer:

```
Main.lean:101:4: error: ring failed, ring expressions not equal
g : ℝ → Matrix (Fin 3) (Fin 3) ℝ
g' G' : Matrix (Fin 3) (Fin 3) ℝ
V₀ : ℝ
hg : MatrixDeriv g g' V₀
hG : MatrixDeriv (fun V => zeemanTensor (g V)) G' V₀
h0 : G' = 0
B : Fin 3 → ℝ
hL : len ((crossProduct (g V₀ *ᵥ B)) (g' *ᵥ B)) ^ 2 + (0 / 2) ^ 2 = len (g V₀ *ᵥ B) ^ 2 * len (g' *ᵥ B) ^ 2
⊢ √((crossProduct (g V₀ *ᵥ B)) (g' *ᵥ B) ⬝ᵥ (crossProduct (g V₀ *ᵥ B)) (g' *ᵥ B)) ^ 2 +
          len (g V₀ *ᵥ B) ^ 2 * len (g' *ᵥ B) ^ 2 -
        √(g V₀ *ᵥ B ⬝ᵥ g V₀ *ᵥ B) ^ 2 * √(g' *ᵥ B ⬝ᵥ g' *ᵥ B) ^ 2 -
      len ((crossProduct (g V₀ *ᵥ B)) (g' *ᵥ B)) ^ 2 =
    0
```

Cause. The error is in the direction from G′ = 0 to the equality of lengths, and the mathematics there is sound. The lemma `sq_eq_sq₀` takes proofs that both sides are nonnegative, and the attempt gives it `Real.sqrt_nonneg _`, which speaks of a square root and not of `len`. Lean accepts this by unfolding `len`, but the goal that remains is then written with `√(v ⬝ᵥ v)`, while `hL` still has `len v`. The `ring` step inside `linear_combination` does not unfold `len`, so it treats the two forms as unrelated quantities and their terms do not cancel, as the goal in the message shows.

The repair first proves `hn`, which says `0 ≤ len v` for every `v`, and passes it to `sq_eq_sq₀` with the vectors named. The new goal is therefore written with `len`, as `hL` is, and the unchanged `linear_combination hL` closes it. What matters is the type stated in `hn`, since its proof is still `Real.sqrt_nonneg`.

The repair, with which the file compiles:

```diff
@@ -97,6 +97,7 @@
     have hL := transverse_longitudinal hg hG B
     rw [h0, Matrix.zero_mulVec, dotProduct_zero] at hL
-    refine (sq_eq_sq₀ (Real.sqrt_nonneg _)
-      (mul_nonneg (Real.sqrt_nonneg _) (Real.sqrt_nonneg _))).mp ?_
+    have hn : ∀ v : Fin 3 → ℝ, 0 ≤ len v := fun v => Real.sqrt_nonneg (v ⬝ᵥ v)
+    refine (sq_eq_sq₀ (hn ((g V₀ *ᵥ B) ⨯₃ (g' *ᵥ B)))
+      (mul_nonneg (hn (g V₀ *ᵥ B)) (hn (g' *ᵥ B)))).mp ?_
     linear_combination hL
 
```
